# A potential shared by both spins of a differentiable local energy density depends only on the total density

Let $P(x_1,x_2)$ be continuous for positive spin-up density $x_1$ and spin-down density $x_2$. A differentiable energy density $F$ with $\partial F/\partial x_1=\partial F/\partial x_2=P$ exists if and only if $P$ takes equal values wherever the total density $n=x_1+x_2$ is equal. A single potential that varies with the polarisation $\zeta=(x_1-x_2)/n$ at fixed $n$ is therefore not the derivative of any such energy.

In electronic structure this concerns local spin-density functionals, in which the energy density is a function of two collinear spin densities at a point. Density gradients, orbital dependence and non-collinear spin are not covered.

## Both spin densities are positive

Positivity describes a partially polarised or unpolarised system and ensures $n\neq0$. In Lean a pair of densities is a point of `ℝ × ℝ`, and `quadrant` collects the pairs with both entries positive. Fully polarised points, where one density is zero, are excluded.

```lean
import Mathlib

open Set Filter Topology

namespace MissingPolarisationTerm

noncomputable section

/-- The pairs (spin-up density, spin-down density) with both densities positive. -/
def quadrant : Set (ℝ × ℝ) := {x | 0 < x.1 ∧ 0 < x.2}

/-- The total density, the sum of the two spin densities. -/
def total (x : ℝ × ℝ) : ℝ := x.1 + x.2

/-- The relative spin polarisation, the difference of the spin densities over their sum. -/
def zeta (x : ℝ × ℝ) : ℝ := (x.1 - x.2) / (x.1 + x.2)
```

By hand, positivity ensures that the segment between two allowed points $x$ and $y$ stays allowed, since $(1-t)x_i+ty_i>0$ for $0\le t\le1$. In the proof this is the step `pos` of `energy_dependsOnTotal`.

On a region with gaps the conclusion can fail. Remove the line $x_1=x_2$, and set $F=n$ on one side and $F=2n$ on the other. The common potential is then 1 on one side and 2 on the other, even at equal $n$.

## The energy density is differentiable

Differentiability gives the spin potentials their meaning as the energy's response to small density changes. `HasPartials F u v x` says that $F$ has a total (Fréchet) derivative at $x$, with partial derivatives $u$ and $v$.

```lean
/-- `F` is differentiable at `x`, with partial derivatives `u` and `v` in its first and second
variable. -/
def HasPartials (F : ℝ × ℝ → ℝ) (u v : ℝ) (x : ℝ × ℝ) : Prop :=
  HasFDerivAt F (u • ContinuousLinearMap.fst ℝ ℝ ℝ + v • ContinuousLinearMap.snd ℝ ℝ ℝ) x
```

It is used through the chain rule. Along the line $x+td$,
$$\frac{d}{dt}F(x+td)=u\,d_1+v\,d_2,$$
with $u,v$ taken at $x+td$. This is `hasDerivAt_line` below. Where $F$ has a kink, the potentials need not exist.

The definition could have required only the two partial derivatives. For continuous $P$ the equivalence would be the same, because continuous partial derivatives imply differentiability. For discontinuous $P$ this chain-rule argument would no longer be available.

## Both spins feel the same potential

`HasCommonPotential F P` puts $P$ in both derivative slots at every point of the quadrant. `DependsOnTotal` expresses dependence on $n$ alone.

```lean
/-- The energy density `F` has the same potential `P` for both spins, at all positive spin
densities. -/
def HasCommonPotential (F P : ℝ × ℝ → ℝ) : Prop :=
  ∀ x ∈ quadrant, HasPartials F (P x) (P x) x

/-- `P` takes equal values at positive spin densities with equal total density. -/
def DependsOnTotal (P : ℝ × ℝ → ℝ) : Prop :=
  ∀ x ∈ quadrant, ∀ y ∈ quadrant, total x = total y → P x = P y

/-- Along a straight line of spin densities, the energy density changes at the rate given by the
two spin potentials weighted with the two components of the direction. -/
theorem hasDerivAt_line {F : ℝ × ℝ → ℝ} {u v : ℝ} (x d : ℝ × ℝ) (t : ℝ)
    (h : HasPartials F u v (x.1 + t * d.1, x.2 + t * d.2)) :
    HasDerivAt (fun s : ℝ => F (x.1 + s * d.1, x.2 + s * d.2)) (u * d.1 + v * d.2) t := by
  have h1 : HasDerivAt (fun s : ℝ => x.1 + s * d.1) d.1 t :=
    (hasDerivAt_mul_const d.1).const_add x.1
  have h2 : HasDerivAt (fun s : ℝ => x.2 + s * d.2) d.2 t :=
    (hasDerivAt_mul_const d.2).const_add x.2
  have hc : HasDerivAt (fun s : ℝ => (x.1 + s * d.1, x.2 + s * d.2)) (d.1, d.2) t :=
    h1.prodMk h2
  have h3 : HasDerivAt (F ∘ fun s : ℝ => (x.1 + s * d.1, x.2 + s * d.2))
      ((u • ContinuousLinearMap.fst ℝ ℝ ℝ + v • ContinuousLinearMap.snd ℝ ℝ ℝ) (d.1, d.2)) t := by
    refine HasFDerivAt.comp_hasDerivAt t ?_ hc
    exact h
  exact h3.congr_deriv (by simp)
```

Take $x$ and $y$ with equal total density and set $d=y-x$, so that $d_1+d_2=0$. The slope along the segment is $P\,(d_1+d_2)=0$, hence $F(x)=F(y)$: transferring density between the spins costs no energy. Lean obtains the zero slope as `hd` and concludes with `constant_of_has_deriv_right_zero`.

```lean
/-- An energy density with a common potential for both spins depends only on the total density. -/
theorem energy_dependsOnTotal {F P : ℝ × ℝ → ℝ} (h : HasCommonPotential F P) :
    DependsOnTotal F := by
  intro x hx y hy hxy
  have hxy' : x.1 + x.2 = y.1 + y.2 := hxy
  -- the segment between two positive densities stays positive
  have pos : ∀ a b t : ℝ, 0 < a → 0 < b → 0 ≤ t → t ≤ 1 → 0 < a + t * (b - a) := by
    intro a b t ha hb h0 h1
    rcases le_total a b with hab | hab
    · nlinarith [mul_nonneg h0 (sub_nonneg.2 hab)]
    · nlinarith [mul_nonneg (sub_nonneg.2 h1) (sub_nonneg.2 hab)]
  -- transferring density from one spin to the other costs nothing
  have hd : ∀ t ∈ Icc (0 : ℝ) 1,
      HasDerivAt (fun s : ℝ => F (x.1 + s * (y.1 - x.1), x.2 + s * (y.2 - x.2))) 0 t := by
    intro t ht
    have h1 := hasDerivAt_line x (y.1 - x.1, y.2 - x.2) t
      (h _ ⟨pos _ _ t hx.1 hy.1 ht.1 ht.2, pos _ _ t hx.2 hy.2 ht.1 ht.2⟩)
    refine h1.congr_deriv ?_
    rw [← mul_add, show y.1 - x.1 + (y.2 - x.2) = 0 by linarith, mul_zero]
  have hc := constant_of_has_deriv_right_zero
    (fun t ht => (hd t ht).continuousAt.continuousWithinAt)
    (fun t ht => (hd t ⟨ht.1, ht.2.le⟩).hasDerivWithinAt) 1 ⟨zero_le_one, le_refl 1⟩
  simpa using hc.symm
```

Now add spin-up density $s$ at both points. The totals remain equal, so for all small $s$, of either sign,
$$F(x_1+s,x_2)=F(y_1+s,y_2).$$
Differentiating at $s=0$ gives $P(x)=P(y)$. In Lean, `he` is the equality near $s=0$, and uniqueness of the derivative finishes the proof.

```lean
/-- A potential shared by both spins of a differentiable energy density depends only on the total
density. -/
theorem potential_dependsOnTotal {F P : ℝ × ℝ → ℝ} (h : HasCommonPotential F P) :
    DependsOnTotal P := by
  intro x hx y hy hxy
  have hxy' : x.1 + x.2 = y.1 + y.2 := hxy
  -- add spin-up density at both points and compare the slopes
  have h1 := hasDerivAt_line x (1, 0) 0 (by simpa using h x hx)
  have h2 := hasDerivAt_line y (1, 0) 0 (by simpa using h y hy)
  have he : (fun s : ℝ => F (x.1 + s * 1, x.2 + s * 0)) =ᶠ[𝓝 0]
      (fun s : ℝ => F (y.1 + s * 1, y.2 + s * 0)) := by
    filter_upwards [Ioi_mem_nhds (neg_lt_zero.2 hx.1), Ioi_mem_nhds (neg_lt_zero.2 hy.1)]
      with s hs1 hs2
    have hs1' : -x.1 < s := hs1
    have hs2' : -y.1 < s := hs2
    have hx2 : 0 < x.2 := hx.2
    have hy2 : 0 < y.2 := hy.2
    refine energy_dependsOnTotal h _ ⟨?_, ?_⟩ _ ⟨?_, ?_⟩ ?_
    · show 0 < x.1 + s * 1
      linarith
    · show 0 < x.2 + s * 0
      linarith
    · show 0 < y.1 + s * 1
      linarith
    · show 0 < y.2 + s * 0
      linarith
    · show x.1 + s * 1 + (x.2 + s * 0) = y.1 + s * 1 + (y.2 + s * 0)
      linarith
  have h3 := h1.unique (h2.congr_of_eventuallyEq he)
  simpa using h3
```

Without a common potential, $F$ may depend on polarisation; the last theorem below gives the two potentials in that case.

## The potential is continuous

Continuity means that the potential does not jump as the densities vary. It is used only to construct an energy; the two preceding theorems do not assume it. Given a continuous $P$ that depends only on $n$, define
$$F(x)=\int_1^{x_1+x_2}P(s/2,s/2)\,ds.$$
The fundamental theorem of calculus gives $dF/dn=P(n/2,n/2)=P(x)$. Since $\partial n/\partial x_1=\partial n/\partial x_2=1$, both partial derivatives equal $P(x)$. The lower limit 1 only fixes an additive constant. In Lean, `hG` is the derivative of the integral, `hs` that of the total density, and `hv` the equality $P(n/2,n/2)=P(x)$.

```lean
/-- A continuous potential that depends only on the total density is the common spin potential of
some differentiable energy density. -/
theorem exists_energy {P : ℝ × ℝ → ℝ} (hP : ContinuousOn P quadrant) (hT : DependsOnTotal P) :
    ∃ F, HasCommonPotential F P := by
  -- integrate the potential of the unpolarised system over the total density
  have hp : ContinuousOn (fun s : ℝ => P (s / 2, s / 2)) (Ioi 0) :=
    hP.comp (by fun_prop : ContinuousOn (fun s : ℝ => (s / 2, s / 2)) (Ioi 0))
      (fun s hs => ⟨half_pos hs, half_pos hs⟩)
  refine ⟨fun x => ∫ s in (1 : ℝ)..(x.1 + x.2), P (s / 2, s / 2), fun x hx => ?_⟩
  have hn : 0 < x.1 + x.2 := add_pos hx.1 hx.2
  have hsub : uIcc 1 (x.1 + x.2) ⊆ Ioi (0 : ℝ) :=
    fun s hs => lt_of_lt_of_le (lt_min one_pos hn) hs.1
  have hG := intervalIntegral.integral_hasDerivAt_right
    ((hp.mono hsub).intervalIntegrable)
    (hp.stronglyMeasurableAtFilter isOpen_Ioi _ hn) (hp.continuousAt (Ioi_mem_nhds hn))
  have hs : HasFDerivAt (fun y : ℝ × ℝ => y.1 + y.2)
      (ContinuousLinearMap.fst ℝ ℝ ℝ + ContinuousLinearMap.snd ℝ ℝ ℝ) x :=
    hasFDerivAt_fst.add hasFDerivAt_snd
  have hv : P ((x.1 + x.2) / 2, (x.1 + x.2) / 2) = P x :=
    hT _ ⟨half_pos hn, half_pos hn⟩ x hx (add_halves _)
  have h := HasDerivAt.comp_hasFDerivAt x hG hs
  rw [hv, smul_add] at h
  exact h

/-- A continuous `P` is the common potential of both spins for some differentiable energy density
if and only if it depends only on the total density. -/
theorem common_potential_iff {P : ℝ × ℝ → ℝ} (hP : ContinuousOn P quadrant) :
    (∃ F, HasCommonPotential F P) ↔ DependsOnTotal P :=
  ⟨fun ⟨_, hF⟩ => potential_dependsOnTotal hF, exists_energy hP⟩
```

Without continuity the construction can fail: if $P$ steps from 0 to 1 at $n=1$, no $F$ exists, because a derivative cannot skip intermediate values. In the simplest case, a constant $P=\mu$, the integral is $F=\mu(n-1)$.

## The interpolation function is not constant

Consider $P=p(n)+c(n)f(\zeta)$, where $p$ is a polarisation-independent part, $c$ the strength of the correction and $f$ the interpolation function that gives its shape. The hypothesis `f z ≠ f 0`, for some $-1<z<1$, says that the shape distinguishes a partially polarised system from an unpolarised one.

Compare $(n(1+z)/2,\,n(1-z)/2)$ with $(n/2,n/2)$. Both have total density $n$, so a common potential requires $c(n)\,(f(z)-f(0))=0$, and hence $c(n)=0$. Lean's `key` is this comparison. Conversely, if $c$ vanishes then $P=p(n)$, and continuity of $p$ supplies the energy; $c$ and $f$ need not be continuous.

```lean
/-- Let `p` be continuous at positive densities, and let `f` take a value at some `z` strictly
between -1 and 1 that differs from its value at 0. Then `p(n) + c(n) f(ζ)` is the common potential
of both spins for some differentiable energy density if and only if `c` vanishes at every positive
density. -/
theorem interpolated_potential_iff {p c f : ℝ → ℝ} (hp : ContinuousOn p (Ioi 0))
    {z : ℝ} (hz : -1 < z) (hz' : z < 1) (hf : f z ≠ f 0) :
    (∃ F, HasCommonPotential F (fun x => p (total x) + c (total x) * f (zeta x))) ↔
      ∀ n, 0 < n → c n = 0 := by
  constructor
  · rintro ⟨F, hF⟩ n hn
    -- compare polarisation z with polarisation 0 at the same total density
    have tx : total (n * (1 + z) / 2, n * (1 - z) / 2) = n := by
      show n * (1 + z) / 2 + n * (1 - z) / 2 = n
      ring
    have ty : total (n / 2, n / 2) = n := add_halves n
    have zx : zeta (n * (1 + z) / 2, n * (1 - z) / 2) = z := by
      show (n * (1 + z) / 2 - n * (1 - z) / 2) / (n * (1 + z) / 2 + n * (1 - z) / 2) = z
      rw [show n * (1 + z) / 2 - n * (1 - z) / 2 = n * z by ring,
        show n * (1 + z) / 2 + n * (1 - z) / 2 = n by ring]
      field_simp
    have zy : zeta (n / 2, n / 2) = 0 := by simp [zeta]
    have key := potential_dependsOnTotal hF (n * (1 + z) / 2, n * (1 - z) / 2)
      ⟨half_pos (mul_pos hn (by linarith)), half_pos (mul_pos hn (by linarith))⟩
      (n / 2, n / 2) ⟨half_pos hn, half_pos hn⟩ (tx.trans ty.symm)
    beta_reduce at key
    rw [tx, ty, zx, zy] at key
    have h0 : c n * (f z - f 0) = 0 := by linarith
    exact (mul_eq_zero.1 h0).resolve_right (sub_ne_zero.2 hf)
  · intro hc
    have he : ∀ x ∈ quadrant, p (total x) + c (total x) * f (zeta x) = p (total x) := by
      intro x hx
      rw [hc (total x) (add_pos hx.1 hx.2), zero_mul, add_zero]
    have ht : ContinuousOn total quadrant := by
      unfold total
      fun_prop
    refine exists_energy ((hp.comp ht (fun x hx => add_pos hx.1 hx.2)).congr he) ?_
    intro x hx y hy hxy
    exact (he x hx).trans ((congrArg p hxy).trans (he y hy).symm)
```

If $f$ were constant on $(-1,1)$, $c$ would not have to vanish: with $f=1$ and $c=1$, the potential is $p(n)+1$.

## The energy is differentiable in density and polarisation

Let $e(n,\zeta)$ be an energy per volume, differentiable at the point considered, with partial derivatives $e_n$ and $e_\zeta$. From
$$\frac{\partial\zeta}{\partial x_1}=\frac{1-\zeta}{n},\qquad \frac{\partial\zeta}{\partial x_2}=-\frac{1+\zeta}{n},$$
the chain rule gives
$$v_\uparrow=e_n+\frac{(1-\zeta)e_\zeta}{n},\qquad v_\downarrow=e_n-\frac{(1+\zeta)e_\zeta}{n}.$$
Their difference is $2e_\zeta/n$, so the two potentials are equal exactly where $e_\zeta=0$. Without differentiability the formulas can lose their meaning: $e=|\zeta|$ has no spin potentials at $\zeta=0$.

As $\zeta\to1$ at fixed $n$, with $e_\zeta$ bounded, the polarisation term disappears from $v_\uparrow$, while in $v_\downarrow$ its prefactor tends to $-2/n$.

The proof writes $\zeta$ as the spin difference times the inverse total density, applies the product and chain rules, and compares the resulting linear maps with `field_simp` and `ring`.

```lean
/-- At a point with positive spin densities, let the energy density `e(n, ζ)` be differentiable in
`n` and `ζ` jointly, with partial derivatives `en` and `ez`. Then the spin-up potential is `en + (1
- ζ) ez / n` and the spin-down potential is `en - (1 + ζ) ez / n`. -/
theorem spin_potentials {e : ℝ × ℝ → ℝ} {en ez : ℝ} {x : ℝ × ℝ} (hx : x ∈ quadrant)
    (h : HasPartials e en ez (total x, zeta x)) :
    HasPartials (fun y => e (total y, zeta y))
      (en + (1 - zeta x) * ez / total x) (en - (1 + zeta x) * ez / total x) x := by
  have hn : x.1 + x.2 ≠ 0 := (add_pos hx.1 hx.2).ne'
  have hs : HasFDerivAt total
      (ContinuousLinearMap.fst ℝ ℝ ℝ + ContinuousLinearMap.snd ℝ ℝ ℝ) x :=
    hasFDerivAt_fst.add hasFDerivAt_snd
  have hm : HasFDerivAt (fun y : ℝ × ℝ => y.1 - y.2)
      (ContinuousLinearMap.fst ℝ ℝ ℝ - ContinuousLinearMap.snd ℝ ℝ ℝ) x :=
    hasFDerivAt_fst.sub hasFDerivAt_snd
  have hi := HasDerivAt.comp_hasFDerivAt x (hasDerivAt_inv (x := total x) hn) hs
  have hzeta : zeta = (fun y : ℝ × ℝ => y.1 - y.2) * ((fun r : ℝ => r⁻¹) ∘ total) := by
    funext y
    simp [zeta, total, div_eq_mul_inv]
  have hz := hm.mul hi
  -- chain rule through total density and polarisation
  have hpair := hs.prodMk hz
  have h' : HasFDerivAt e
      (en • ContinuousLinearMap.fst ℝ ℝ ℝ + ez • ContinuousLinearMap.snd ℝ ℝ ℝ)
      (total x, ((fun y : ℝ × ℝ => y.1 - y.2) * ((fun r : ℝ => r⁻¹) ∘ total)) x) := by
    rw [← hzeta]
    exact h
  have hcomp := HasFDerivAt.comp x h' hpair
  have hfun : (fun y => e (total y, zeta y)) = e ∘ (fun y => (total y,
      ((fun y : ℝ × ℝ => y.1 - y.2) * ((fun r : ℝ => r⁻¹) ∘ total)) y)) := by
    rw [← hzeta]
    rfl
  unfold HasPartials
  rw [hfun]
  refine hcomp.congr_fderiv (ContinuousLinearMap.ext fun w => ?_)
  simp [zeta, total]
  field_simp
  ring

end

end MissingPolarisationTerm
```

```lean
#print axioms MissingPolarisationTerm.potential_dependsOnTotal
#print axioms MissingPolarisationTerm.common_potential_iff
#print axioms MissingPolarisationTerm.interpolated_potential_iff
#print axioms MissingPolarisationTerm.spin_potentials
```

```
'MissingPolarisationTerm.potential_dependsOnTotal' depends on axioms: [propext, Classical.choice, Quot.sound]
'MissingPolarisationTerm.common_potential_iff' depends on axioms: [propext, Classical.choice, Quot.sound]
'MissingPolarisationTerm.interpolated_potential_iff' depends on axioms: [propext, Classical.choice, Quot.sound]
'MissingPolarisationTerm.spin_potentials' depends on axioms: [propext, Classical.choice, Quot.sound]
```
